# Stretching the Fermi ball along its axes at fixed volume multiplies its kinetic integral by the mean squared stretch factor

Suppose the kinetic energy of a free electron gas is computed from its density alone, with the formula for a spherical Fermi surface, while the occupied region is really an ellipsoid. The answer is then too low. Stretching two axes of a three-dimensional Fermi ball by 2 and shrinking the third by 4 keeps the density, but multiplies the kinetic energy by 2.6875. The problems below derive this factor for stretches along the coordinate axes in any dimension d ≥ 1 and show that it equals 1 only when nothing is stretched.

The dispersion is taken to be isotropic and parabolic. The ground state of non-interacting electrons then fills the ball, and the ellipsoid is a state of higher kinetic energy at the same density. Exchange and correlation energies are not included.

```lean
import Mathlib

open MeasureTheory

namespace FermiBallDeformation

noncomputable section
```

Momentum space is `Fin d → ℝ` with Lebesgue measure, and the axis index i runs from 0 to d − 1. The Fermi ball B of radius kF is the set where ∑_i k_i² ≤ kF². Writing out the sum of squares makes the ball Euclidean; the built-in norm on `Fin d → ℝ` is the largest |k_i|.

```lean
/-- The Fermi ball of radius `kF` in `d`-dimensional momentum space. -/
def fermiBall (d : ℕ) (kF : ℝ) : Set (Fin d → ℝ) := {k | ∑ i, k i ^ 2 ≤ kF ^ 2}
```

The kinetic integral of an occupied region S is

T(S) = ∫_S ∑_i k_i² dk.

Multiplied by ħ²/2m and the density of states in k-space, including spin, it gives the kinetic energy in the large-volume limit. These constants are the same for both shapes and cancel in the ratio.

```lean
/-- The integral of the squared Euclidean length of `k` over an occupied region `S`. -/
def kineticIntegral {d : ℕ} (S : Set (Fin d → ℝ)) : ℝ := ∫ k in S, ∑ i, k i ^ 2
```

The stretch D_a sends k to the vector with components a_i k_i. The deformed region is the image D_a(B), written `stretch a '' fermiBall d kF`.

```lean
/-- The deformation of momentum space that stretches axis `i` by the factor `a i`. -/
def stretch {d : ℕ} (a k : Fin d → ℝ) : Fin d → ℝ := fun i => a i * k i
```

The deformation factor is the mean of the squared stretch factors:

F(a) = (1/d) ∑_i a_i².

```lean
/-- The mean of the squared stretching factors. -/
def deformationFactor {d : ℕ} (a : Fin d → ℝ) : ℝ := (∑ i, a i ^ 2) / d
```

## (a) The stretch as a diagonal matrix

**Task.** Show that D_a is the linear map of the diagonal matrix with entries a_i.

**Solution.** Row i of the matrix has the single non-zero entry a_i in column i, if a_i ≠ 0, so the matrix sends k to a vector with component a_i k_i. If a_i = 0, both sides have component 0. The Lean proof compares components in the same way.

```lean
/-- The stretch is the linear map given by the diagonal matrix of the factors. -/
theorem toLin_diagonal {d : ℕ} (a : Fin d → ℝ) :
    ⇑(Matrix.toLin' (Matrix.diagonal a)) = stretch a := by
  ext k i
  simp [stretch, Matrix.toLin'_apply, Matrix.mulVec_diagonal]
```

## (b) Fixed volume means product one

**Task.** Show that D_a preserves the volume of every region when ∏_i a_i = 1.

**Solution.** A linear map scales volume by the absolute value of its determinant. Here

|det D_a| = |∏_i a_i| = 1.

At fixed spin degeneracy, the volume of the occupied region sets the electron density, so the condition on the product stands for a fixed density. The proof rewrites the stretch by (a), then applies the volume formula for linear images.

```lean
/-- A stretch whose factors have product one preserves the volume of every region. -/
theorem volume_stretch {d : ℕ} {a : Fin d → ℝ} (hprod : ∏ i, a i = 1)
    (S : Set (Fin d → ℝ)) : volume (stretch a '' S) = volume S := by
  rw [← toLin_diagonal, Measure.addHaar_image_linearMap, LinearMap.det_toLin',
    Matrix.det_diagonal, hprod]
  simp
```

## (c) Pulling the integral back to the original region

**Task.** For positive a_i and a measurable region S, express T(D_a(S)) as an integral over S.

**Solution.** Substitute q_i = a_i k_i. The map is injective because each a_i is non-zero, and its Jacobian is the constant ∏_i a_i > 0. Hence

T(D_a(S)) = (∏_i a_i) ∫_S ∑_i a_i² k_i² dk.

In the proof, `hder` supplies the derivative, which is the linear map itself, and `hinj` the injectivity. The change-of-variables theorem then produces the determinant.

```lean
/-- The kinetic integral of a stretched region, written as an integral over the
original region. -/
theorem kineticIntegral_stretch {d : ℕ} {a : Fin d → ℝ} (ha : ∀ i, 0 < a i)
    {S : Set (Fin d → ℝ)} (hS : MeasurableSet S) :
    kineticIntegral (stretch a '' S) =
      (∏ i, a i) * ∫ k in S, ∑ i, a i ^ 2 * k i ^ 2 := by
  have hpos : 0 < ∏ i, a i := Finset.prod_pos fun i _ => ha i
  have hder : ∀ k ∈ S, HasFDerivWithinAt (stretch a)
      (LinearMap.toContinuousLinearMap (Matrix.toLin' (Matrix.diagonal a))) S k := by
    intro k _
    have h : HasFDerivWithinAt (⇑(Matrix.toLin' (Matrix.diagonal a)))
        (LinearMap.toContinuousLinearMap (Matrix.toLin' (Matrix.diagonal a))) S k :=
      (LinearMap.toContinuousLinearMap
        (Matrix.toLin' (Matrix.diagonal a))).hasFDerivWithinAt
    rwa [toLin_diagonal] at h
  have hinj : Set.InjOn (stretch a) S := by
    intro k _ l _ h
    ext i
    exact mul_left_cancel₀ (ha i).ne' (congrFun h i)
  -- change of variables with the constant Jacobian `∏ i, a i`
  unfold kineticIntegral
  rw [integral_image_eq_integral_abs_det_fderiv_smul volume hS hder hinj,
    ← integral_const_mul]
  refine integral_congr_ae (Filter.Eventually.of_forall fun k => ?_)
  simp only [LinearMap.det_toContinuousLinearMap, LinearMap.det_toLin',
    Matrix.det_diagonal, abs_of_pos hpos, smul_eq_mul, stretch, mul_pow]
```

## (d) The Fermi ball is compact

**Task.** Show that B is closed and bounded, so that continuous functions are integrable over it.

**Solution.** B is closed because it is defined by a non-strict inequality between continuous functions. If k lies in B, then for each i

k_i² ≤ ∑_j k_j² ≤ kF²,

so |k_i| ≤ |kF|. Thus B lies in a cube, which is the closed ball of the built-in norm. A closed subset of this compact set is compact.

```lean
/-- The Fermi ball is compact. -/
theorem isCompact_fermiBall (d : ℕ) (kF : ℝ) : IsCompact (fermiBall d kF) := by
  have hc : IsClosed {k : Fin d → ℝ | ∑ i, k i ^ 2 ≤ kF ^ 2} :=
    isClosed_le (by fun_prop) (by fun_prop)
  refine (isCompact_closedBall (0 : Fin d → ℝ) |kF|).of_isClosed_subset hc ?_
  intro k hk
  rw [mem_closedBall_zero_iff, pi_norm_le_iff_of_nonneg (abs_nonneg _)]
  intro i
  rw [Real.norm_eq_abs]
  exact sq_le_sq.1 ((Finset.single_le_sum (f := fun j => k j ^ 2)
    (fun j _ => sq_nonneg _) (Finset.mem_univ i)).trans hk)
```

## (e) All axes contribute equally

**Task.** Show that ∫_B k_i² dk = ∫_B k_j² dk for any two axes i and j.

**Solution.** Exchange the coordinates k_i and k_j. This preserves Lebesgue measure, and it preserves B because the sum of squares does not depend on the order of its terms. The exchange turns one integrand into the other.

In Lean, σ is the swap of i and j, and `e` is the relabelling of coordinates that it induces. `hmp` states that `e` preserves the measure, `hpre` that it preserves the ball, and `hij` that it carries one coordinate to the other.

```lean
/-- Any two axes contribute equally to the kinetic integral of the Fermi ball. -/
theorem axis_moment_eq {d : ℕ} (kF : ℝ) (i j : Fin d) :
    ∫ k in fermiBall d kF, k i ^ 2 = ∫ k in fermiBall d kF, k j ^ 2 := by
  obtain ⟨σ, hσ⟩ : ∃ σ : Equiv.Perm (Fin d), σ i = j :=
    ⟨Equiv.swap i j, Equiv.swap_apply_left i j⟩
  -- relabelling the axes preserves both the measure and the ball
  let e : (Fin d → ℝ) ≃ᵐ (Fin d → ℝ) := MeasurableEquiv.piCongrLeft (fun _ => ℝ) σ
  have hmp : MeasurePreserving e volume volume :=
    volume_measurePreserving_piCongrLeft (fun _ : Fin d => ℝ) σ
  have happ : ∀ (k : Fin d → ℝ) (m : Fin d), e k (σ m) = k m :=
    fun k m => Equiv.piCongrLeft_apply_apply (fun _ => ℝ) σ k m
  clear_value e
  have hsum : ∀ k : Fin d → ℝ, ∑ m, (e k m) ^ 2 = ∑ m, k m ^ 2 := fun k =>
    (Equiv.sum_comp σ (fun m => (e k m) ^ 2)).symm.trans
      (Finset.sum_congr rfl fun m _ => by simp only [happ])
  have hpre : e ⁻¹' fermiBall d kF = fermiBall d kF := by
    ext k
    simp only [fermiBall, Set.mem_preimage, Set.mem_ofPred_eq, hsum]
  have hij : ∀ k : Fin d → ℝ, e k j = k i := by
    intro k
    rw [← hσ]
    exact happ k i
  have h := hmp.setIntegral_preimage_emb e.measurableEmbedding
    (fun k => k j ^ 2) (fermiBall d kF)
  rw [hpre] at h
  simp only [hij] at h
  exact h
```

## (f) The stretched ball without a volume constraint

**Task.** For any positive a_i, relate T(D_a(B)) to T(B).

**Solution.** For d ≥ 1, let M be the common value of the integrals in (e). Summing over the axes gives T(B) = d M. By (c),

T(D_a(B)) = (∏_i a_i) (∑_i a_i²) M.

Multiplying by d and replacing d M by T(B) gives

d T(D_a(B)) = (∏_i a_i) (∑_i a_i²) T(B).

For d = 0 both sides are zero. The proof takes integrability from (d) in `hint`, records T(B) = d M in `hT`, and combines the sums in `key`.

```lean
/-- The kinetic integral of the stretched Fermi ball for arbitrary positive factors,
without the constraint of fixed volume. -/
theorem fermiBall_stretch {d : ℕ} {a : Fin d → ℝ} (ha : ∀ i, 0 < a i) (kF : ℝ) :
    (d : ℝ) * kineticIntegral (stretch a '' fermiBall d kF) =
      (∏ i, a i) * (∑ i, a i ^ 2) * kineticIntegral (fermiBall d kF) := by
  have hint : ∀ i : Fin d, Integrable (fun k : Fin d → ℝ => k i ^ 2)
      (volume.restrict (fermiBall d kF)) := fun i =>
    (by fun_prop : Continuous fun k : Fin d → ℝ => k i ^ 2).continuousOn.integrableOn_compact
      (isCompact_fermiBall d kF)
  have hT : ∀ i : Fin d, kineticIntegral (fermiBall d kF) =
      d * ∫ k in fermiBall d kF, k i ^ 2 := by
    intro i
    unfold kineticIntegral
    rw [MeasureTheory.integral_finsetSum _ (fun j _ => hint j),
      Finset.sum_congr rfl (fun j _ => axis_moment_eq kF j i)]
    simp
  rw [kineticIntegral_stretch ha (isCompact_fermiBall d kF).measurableSet,
    MeasureTheory.integral_finsetSum _ (fun i _ => (hint i).const_mul (a i ^ 2))]
  simp only [integral_const_mul]
  have key : (∑ i, a i ^ 2) * kineticIntegral (fermiBall d kF) =
      d * ∑ i, a i ^ 2 * ∫ k in fermiBall d kF, k i ^ 2 := by
    rw [Finset.sum_mul, Finset.mul_sum]
    exact Finset.sum_congr rfl fun i _ => by rw [hT i]; ring
  linear_combination -(∏ i, a i) * key
```

## (g) A lower bound on the cost

**Task.** For d ≥ 1, positive a_i and ∏_i a_i = 1, show that F(a) − 1 is at least the mean of (a_i − 1)².

**Solution.** Apply log x ≤ x − 1 to each factor and add:

0 = log ∏_i a_i = ∑_i log a_i ≤ ∑_i a_i − d.

So ∑_i a_i ≥ d. Expanding the squares then gives

∑_i (a_i − 1)² = ∑_i a_i² − 2 ∑_i a_i + d ≤ ∑_i a_i² − d.

Division by d yields the claim. The steps appear in the proof as `hlog`, `hsum` and `hsq`.

```lean
/-- At fixed volume, the deformation factor exceeds one by at least the mean squared
deviation of the stretching factors from one. -/
theorem distortion_bound {d : ℕ} (hd : 0 < d) {a : Fin d → ℝ} (ha : ∀ i, 0 < a i)
    (hprod : ∏ i, a i = 1) :
    (∑ i, (a i - 1) ^ 2) / d ≤ deformationFactor a - 1 := by
  have hd' : (0 : ℝ) < d := Nat.cast_pos.2 hd
  have hlog : ∑ i, Real.log (a i) = 0 := by
    rw [← Real.log_prod, hprod, Real.log_one]
    exact fun i _ => (ha i).ne'
  -- `log x ≤ x - 1` gives `d ≤ ∑ a i`
  have hsum : (d : ℝ) ≤ ∑ i, a i := by
    have h := Finset.sum_le_sum
      (fun i (_ : i ∈ Finset.univ) => Real.log_le_sub_one_of_pos (ha i))
    rw [hlog, Finset.sum_sub_distrib] at h
    simp at h
    linarith
  have hsq : ∑ i, (a i - 1) ^ 2 = ∑ i, a i ^ 2 - 2 * ∑ i, a i + d := by
    simp only [sub_sq, mul_one, one_pow, Finset.sum_add_distrib,
      Finset.sum_sub_distrib, ← Finset.mul_sum]
    simp
  rw [deformationFactor, div_le_iff₀ hd', sub_mul, div_mul_cancel₀ _ hd'.ne']
  linarith
```

## (h) The factor and its equality case

**Task.** Under the assumptions of (g), show that T(D_a(B)) = F(a) T(B), that F(a) ≥ 1, and that F(a) = 1 exactly when every a_i = 1.

**Solution.** Set the product to 1 in (f) and divide by d to obtain the first claim. The mean in (g) is non-negative, so F(a) ≥ 1. If F(a) = 1, that mean is at most zero. A sum of squares that is at most zero has only zero terms, so every a_i = 1. Conversely, if every a_i = 1, the mean of their squares is 1.

The Lean statement joins the three claims by `∧`, and its proof treats the two directions of the equivalence separately. No sign is required of kF, which enters only through its square.

```lean
/-- A volume-preserving stretch multiplies the kinetic integral of the Fermi ball by the
mean of the squared factors; this mean is at least one, and is one only without stretch. -/
theorem deformation_energy {d : ℕ} (hd : 0 < d) {a : Fin d → ℝ} (ha : ∀ i, 0 < a i)
    (hprod : ∏ i, a i = 1) (kF : ℝ) :
    kineticIntegral (stretch a '' fermiBall d kF) =
        deformationFactor a * kineticIntegral (fermiBall d kF) ∧
      1 ≤ deformationFactor a ∧ (deformationFactor a = 1 ↔ ∀ i, a i = 1) := by
  have hd' : (0 : ℝ) < d := Nat.cast_pos.2 hd
  have hb := distortion_bound hd ha hprod
  have hnn : 0 ≤ ∑ i, (a i - 1) ^ 2 := Finset.sum_nonneg fun i _ => sq_nonneg _
  refine ⟨?_, ?_, ?_, ?_⟩
  · have h := fermiBall_stretch ha kF
    rw [hprod, one_mul] at h
    rw [deformationFactor, div_mul_eq_mul_div, eq_div_iff hd'.ne']
    linarith
  · have := div_nonneg hnn hd'.le
    linarith
  · -- a factor of one forces every squared deviation to vanish
    intro h i
    rw [h, sub_self, div_le_iff₀ hd', zero_mul] at hb
    have h0 := (Finset.sum_eq_zero_iff_of_nonneg
      (fun i _ => sq_nonneg (a i - 1))).1 (le_antisymm hb hnn) i (Finset.mem_univ i)
    exact sub_eq_zero.1 (pow_eq_zero_iff (two_ne_zero)|>.1 h0)
  · intro h
    simp [deformationFactor, h, hd.ne']
```

## (i) Equality of the integrals themselves

**Task.** For kF > 0, show that the stretch never lowers the kinetic integral and leaves it unchanged only when every a_i = 1.

**Solution.** First, T(B) > 0. The set where 0 < ∑_i k_i² < kF² is open, lies in B and contains the point with k_0 = kF/2 and all other components zero. It therefore has positive volume, and the integrand is positive on it. Multiplying F(a) ≥ 1 by T(B) gives

T(B) ≤ T(D_a(B)).

If the two integrals are equal, T(B) can be cancelled from F(a) T(B) = T(B), leaving F(a) = 1, and (h) applies. At kF = 0 both integrals vanish whatever the stretch, hence the assumption of a positive radius.

The name `fermiBall_stable` refers to this kinetic comparison among axis-aligned stretches; it says nothing about the stability of an interacting electron gas.

```lean
/-- For a positive Fermi radius, a volume-preserving stretch never lowers the kinetic
integral, and leaves it unchanged exactly when every factor is one. -/
theorem fermiBall_stable {d : ℕ} (hd : 0 < d) {a : Fin d → ℝ} (ha : ∀ i, 0 < a i)
    (hprod : ∏ i, a i = 1) {kF : ℝ} (hk : 0 < kF) :
    kineticIntegral (fermiBall d kF) ≤ kineticIntegral (stretch a '' fermiBall d kF) ∧
      (kineticIntegral (stretch a '' fermiBall d kF) = kineticIntegral (fermiBall d kF) ↔
        ∀ i, a i = 1) := by
  have hc : Continuous fun k : Fin d → ℝ => ∑ i, k i ^ 2 := by fun_prop
  -- the ball contains a nonempty open set on which the integrand is positive
  have hpos : 0 < kineticIntegral (fermiBall d kF) := by
    unfold kineticIntegral
    rw [setIntegral_pos_iff_support_of_nonneg_ae
      (Filter.Eventually.of_forall fun k => Finset.sum_nonneg fun i _ => sq_nonneg (k i))
      (hc.continuousOn.integrableOn_compact (isCompact_fermiBall d kF))]
    have hopen : IsOpen {k : Fin d → ℝ | 0 < ∑ i, k i ^ 2 ∧ ∑ i, k i ^ 2 < kF ^ 2} :=
      (isOpen_lt continuous_const hc).inter (isOpen_lt hc continuous_const)
    refine (hopen.measure_pos volume ⟨Pi.single ⟨0, hd⟩ (kF / 2), ?_⟩).trans_le
      (measure_mono fun k hk => ⟨hk.1.ne', hk.2.le⟩)
    have hs : ∑ i, (Pi.single (⟨0, hd⟩ : Fin d) (kF / 2) : Fin d → ℝ) i ^ 2 =
        (kF / 2) ^ 2 := by
      simp [Pi.single_apply, ite_pow]
    rw [Set.mem_ofPred_eq, hs]
    constructor <;> nlinarith [pow_pos hk 2]
  obtain ⟨hE, h1, hiff⟩ := deformation_energy hd ha hprod kF
  rw [hE, ← hiff]
  refine ⟨le_mul_of_one_le_left hpos.le h1, fun h => ?_, fun h => by rw [h, one_mul]⟩
  exact mul_right_cancel₀ hpos.ne' (by rw [h, one_mul])
```

## (j) A spheroid in three dimensions

**Task.** For t > 0, stretch axes 0 and 1 by t and axis 2 by 1/t². Find the factor.

**Solution.** The product is t · t · (1/t²) = 1, so (h) applies:

F = (t² + t² + 1/t⁴)/3 = (2t² + 1/t⁴)/3.

Values t > 1 flatten the ball and values t < 1 elongate it. At t = 2 the factor is (8 + 1/16)/3 = 2.6875, the number in the opening example. The proof checks positivity in `ha`, the product in `hp` and the mean in `hf`.

```lean
/-- In three dimensions, stretching two axes by `t` and the third by `1 / t ^ 2` multiplies
the kinetic integral of the Fermi ball by `(2 t ^ 2 + 1 / t ^ 4) / 3`. -/
theorem spheroidal_deformation {t : ℝ} (ht : 0 < t) (kF : ℝ) :
    kineticIntegral (stretch ![t, t, (t ^ 2)⁻¹] '' fermiBall 3 kF) =
      (2 * t ^ 2 + 1 / t ^ 4) / 3 * kineticIntegral (fermiBall 3 kF) := by
  have ha : ∀ i, 0 < (![t, t, (t ^ 2)⁻¹] : Fin 3 → ℝ) i := by
    intro i
    fin_cases i
    exacts [ht, ht, inv_pos.2 (pow_pos ht 2)]
  have hp : ∏ i, (![t, t, (t ^ 2)⁻¹] : Fin 3 → ℝ) i = 1 := by
    rw [Fin.prod_univ_three]
    change t * t * (t ^ 2)⁻¹ = 1
    rw [← pow_two]
    exact mul_inv_cancel₀ (pow_pos ht 2).ne'
  have hf : deformationFactor ![t, t, (t ^ 2)⁻¹] = (2 * t ^ 2 + 1 / t ^ 4) / 3 := by
    rw [deformationFactor, Fin.sum_univ_three]
    change (t ^ 2 + t ^ 2 + ((t ^ 2)⁻¹) ^ 2) / ((3 : ℕ) : ℝ) = _
    push_cast
    ring
  rw [(deformation_energy (by norm_num) ha hp kF).1, hf]

end

end FermiBallDeformation
```

```lean
#print axioms FermiBallDeformation.volume_stretch
#print axioms FermiBallDeformation.fermiBall_stretch
#print axioms FermiBallDeformation.fermiBall_stable
#print axioms FermiBallDeformation.spheroidal_deformation
```

```
'FermiBallDeformation.volume_stretch' depends on axioms: [propext, Classical.choice, Quot.sound]
'FermiBallDeformation.fermiBall_stretch' depends on axioms: [propext, Classical.choice, Quot.sound]
'FermiBallDeformation.fermiBall_stable' depends on axioms: [propext, Classical.choice, Quot.sound]
'FermiBallDeformation.spheroidal_deformation' depends on axioms: [propext, Classical.choice, Quot.sound]
```
